# A lower bound for exchange Hamiltonians with nonnegative integrals, and the states that attain it

When several orthogonal orbitals hold one electron each, the parallel-spin state can be given the exchange energy $-\sum_{i<j}K_{ij}$ and used as the level from which the other spin states are counted upwards. That step relies on no spin state lying lower. Within a model of fixed, singly occupied orbitals, where the spin-dependent energy is $-\sum_{i<j}K_{ij}P_{ij}$ with $P_{ij}$ exchanging two spins, the bound below justifies it when every $K_{ij}\ge0$. It also identifies every state that reaches the reference level.

## States, exchanges and energy

The argument uses very little about spins. Let $E$ be a complex inner-product space, possibly infinite-dimensional, and let $a$ run over a finite index set $\iota$. The inner product $\langle v,w\rangle$ is linear in $w$.

```lean
import Mathlib

open scoped InnerProductSpace

namespace HundExchange

noncomputable section

variable {E ι : Type*} [NormedAddCommGroup E] [InnerProductSpace ℂ E] [Fintype ι]
```

For each $a$ take a linear operator $P_a$ on $E$ and a real number $K_a$, and set

$$H=-\sum_a K_a P_a .$$

```lean
/-- The exchange Hamiltonian `-∑ K_a P_a` with exchange integrals `K_a` and exchange
operators `P_a`. -/
def exchangeH (K : ι → ℝ) (P : ι → E →ₗ[ℂ] E) : E →ₗ[ℂ] E :=
  -∑ a, (K a : ℂ) • P a
```

In `exchangeH`, `K a` is the exchange integral and `P a` the exchange operator, defined on all of $E$. The definition assumes nothing else about them; the theorems add three conditions:

- `hs` says that each $P_a$ is symmetric, $\langle P_a v,w\rangle=\langle v,P_a w\rangle$.
- `hi` says that exchanging twice restores the state, $P_a(P_a v)=v$.
- `hK` says that $K_a\ge 0$. For Coulomb repulsion and real orbitals, $K_{ij}$ is twice the electrostatic self-energy of the overlap charge of orbitals $i$ and $j$, and that self-energy is nonnegative. Here the sign is a hypothesis and is not derived from orbitals.

## The energy gap as a sum of squares

An exchange preserves the norm. Moving one $P$ across the inner product and then using $P^2=1$ gives

$$\|Pv\|^2=\langle Pv,Pv\rangle=\langle v,P(Pv)\rangle=\langle v,v\rangle=\|v\|^2 .$$

```lean
/-- A symmetric involution preserves the norm of every state. -/
theorem norm_sq_exchange (P : E →ₗ[ℂ] E) (hs : P.IsSymmetric)
    (hi : ∀ v, P (P v) = v) (v : E) : ‖P v‖ ^ 2 = ‖v‖ ^ 2 := by
  have h : ⟪P v, P v⟫_ℂ = ⟪v, v⟫_ℂ := by rw [hs v (P v), hi]
  rw [← inner_self_eq_norm_sq (𝕜 := ℂ) (P v), ← inner_self_eq_norm_sq (𝕜 := ℂ) v, h]
```

The rewrite with `hs v (P v)` moves the operator, and `hi` removes the double exchange. The last line rewrites the squared norms as inner products and applies this equality.

Now expand the distance between a state and its exchanged copy:

$$\|v-P_av\|^2=\|v\|^2-2\,\mathrm{Re}\langle v,P_av\rangle+\|P_av\|^2=2\|v\|^2-2\,\mathrm{Re}\langle v,P_av\rangle .$$

Hence $\|v\|^2-\mathrm{Re}\langle v,P_av\rangle=\tfrac12\|v-P_av\|^2$. Since the $K_a$ are real, $\mathrm{Re}\langle v,Hv\rangle=-\sum_aK_a\,\mathrm{Re}\langle v,P_av\rangle$. Multiplying the previous identity by $K_a$ and summing gives

$$\mathrm{Re}\langle v,Hv\rangle+\Big(\sum_aK_a\Big)\|v\|^2=\sum_aK_a\,\frac{\|v-P_av\|^2}{2}.$$

```lean
/-- For symmetric involutions `P_a`, the exchange energy measured from `-(∑ K_a)‖v‖²` is half the
weighted sum of the squared distances between the state and its exchanged copies. -/
theorem energy_gap (K : ι → ℝ) (P : ι → E →ₗ[ℂ] E) (hs : ∀ a, (P a).IsSymmetric)
    (hi : ∀ a v, P a (P a v) = v) (v : E) :
    (⟪v, exchangeH K P v⟫_ℂ).re + (∑ a, K a) * ‖v‖ ^ 2
      = ∑ a, K a * (‖v - P a v‖ ^ 2 / 2) := by
  -- the energy is a weighted sum of exchange expectation values
  have hE : (⟪v, exchangeH K P v⟫_ℂ).re = -∑ a, K a * (⟪v, P a v⟫_ℂ).re := by
    simp only [exchangeH, LinearMap.neg_apply, LinearMap.sum_apply, LinearMap.smul_apply,
      inner_neg_right, inner_sum, inner_smul_right, Complex.neg_re, Complex.re_sum,
      Complex.re_ofReal_mul]
  rw [hE, Finset.sum_mul, ← Finset.sum_neg_distrib, ← Finset.sum_add_distrib]
  refine Finset.sum_congr rfl fun a _ => ?_
  have h : ‖v - P a v‖ ^ 2 = ‖v‖ ^ 2 - 2 * (⟪v, P a v⟫_ℂ).re + ‖P a v‖ ^ 2 :=
    norm_sub_sq (𝕜 := ℂ) v (P a v)
  rw [h, norm_sq_exchange (P a) (hs a) (hi a) v]
  ring
```

The step `hE` writes the energy as a weighted sum of expectation values. The sums are then combined and compared term by term, where `norm_sub_sq` supplies the expansion of the square and `norm_sq_exchange` replaces $\|P_av\|^2$ by $\|v\|^2$. The identity holds for real $K_a$ of either sign. The suffix `.re` selects the real part because Lean's inner product is complex-valued; for symmetric $P_a$ the energy is real in any case.

## The bound and its equality case

If every $K_a\ge0$, the right-hand side is a sum of nonnegative terms, so

$$\mathrm{Re}\langle v,Hv\rangle\ge-\Big(\sum_aK_a\Big)\|v\|^2 .$$

Equality means that the sum is zero, and then each term is zero. Where $K_a>0$ this forces $\|v-P_av\|=0$, that is, $P_av=v$. Conversely, if $P_av=v$ whenever $K_a>0$, each term vanishes, either through its weight or through its distance.

```lean
/-- For nonnegative integrals `K_a` and symmetric involutions `P_a`, the exchange energy is at least
`-(∑ K_a)‖v‖²`, with equality exactly when the state is unchanged by every exchange whose integral
is positive. -/
theorem exchange_energy_bound (K : ι → ℝ) (P : ι → E →ₗ[ℂ] E) (hK : ∀ a, 0 ≤ K a)
    (hs : ∀ a, (P a).IsSymmetric) (hi : ∀ a v, P a (P a v) = v) (v : E) :
    -(∑ a, K a) * ‖v‖ ^ 2 ≤ (⟪v, exchangeH K P v⟫_ℂ).re ∧
    ((⟪v, exchangeH K P v⟫_ℂ).re = -(∑ a, K a) * ‖v‖ ^ 2 ↔
      ∀ a, 0 < K a → P a v = v) := by
  have hgap := energy_gap K P hs hi v
  have hterm : ∀ a ∈ Finset.univ, 0 ≤ K a * (‖v - P a v‖ ^ 2 / 2) :=
    fun a _ => mul_nonneg (hK a) (by positivity)
  have hsum := Finset.sum_nonneg hterm
  refine ⟨by linarith, ?_, ?_⟩
  · intro h
    -- a vanishing sum of nonnegative terms vanishes term by term
    have h0 : ∑ a, K a * (‖v - P a v‖ ^ 2 / 2) = 0 := by linarith
    intro a ha
    have h1 := (Finset.sum_eq_zero_iff_of_nonneg hterm).1 h0 a (Finset.mem_univ a)
    have h2 : ‖v - P a v‖ ^ 2 / 2 = 0 := (mul_eq_zero.1 h1).resolve_left ha.ne'
    have h3 : ‖v - P a v‖ = 0 := pow_eq_zero_iff (two_ne_zero) |>.1 (by linarith)
    exact (sub_eq_zero.1 (norm_eq_zero.1 h3)).symm
  · intro h
    have h0 : ∑ a, K a * (‖v - P a v‖ ^ 2 / 2) = 0 := by
      refine Finset.sum_eq_zero fun a _ => ?_
      rcases (hK a).eq_or_lt with h1 | h1
      · rw [← h1, zero_mul]
      · rw [h a h1, sub_self, norm_zero]
        ring
    linarith
```

The theorem is a conjunction of the inequality and the equivalence. The vector `v` need not be normalised; for a unit vector the bound is simply $-\sum_aK_a$. In the proof, `Finset.sum_nonneg` gives the inequality, and `Finset.sum_eq_zero_iff_of_nonneg` passes from a vanishing sum to vanishing terms. The reverse direction splits on whether $K_a$ is zero or positive.

The sign condition matters. Take two spins one-half, one exchange $P$ and $K=-1$, so that $H=P$. The normalised singlet $(|01\rangle-|10\rangle)/\sqrt2$ changes sign under $P$ and has energy $-1$, whereas the supposed lower bound $-K$ is $+1$.

A neighbouring result comes from replacing $v-P_av$ by $v+P_av$ in the same calculation. For $K_a\ge0$ it gives $\mathrm{Re}\langle v,Hv\rangle\le(\sum_aK_a)\|v\|^2$, with equality exactly when $P_av=-v$ for every $a$ with $K_a>0$.

## States at the bound solve the eigenvalue equation

Minimum-energy states should be eigenstates, and for states that reach the bound this follows directly. If $Hv=-(\sum_aK_a)v$, taking the inner product with $v$ gives the energy $-(\sum_aK_a)\|v\|^2$. If instead the energy has that value, then $P_av=v$ wherever $K_a>0$, so $K_aP_av=K_av$ for every $a$, including those with $K_a=0$. Summing over $a$ and changing the sign gives

$$Hv=-\Big(\sum_aK_a\Big)v .$$

```lean
/-- For nonnegative integrals `K_a` and symmetric involutions `P_a`, a state satisfies the
eigenvalue equation `H v = -(∑ K_a) v` exactly when its exchange energy equals the lower bound. -/
theorem eigen_iff_energy_eq (K : ι → ℝ) (P : ι → E →ₗ[ℂ] E) (hK : ∀ a, 0 ≤ K a)
    (hs : ∀ a, (P a).IsSymmetric) (hi : ∀ a v, P a (P a v) = v) (v : E) :
    exchangeH K P v = -((∑ a, (K a : ℂ)) • v) ↔
      (⟪v, exchangeH K P v⟫_ℂ).re = -(∑ a, K a) * ‖v‖ ^ 2 := by
  constructor
  · intro h
    have hv : (⟪v, v⟫_ℂ).re = ‖v‖ ^ 2 := inner_self_eq_norm_sq (𝕜 := ℂ) v
    rw [h, inner_neg_right, inner_smul_right, ← Complex.ofReal_sum, Complex.neg_re,
      Complex.re_ofReal_mul, hv]
    ring
  · intro h
    have hfix := (exchange_energy_bound K P hK hs hi v).2.1 h
    simp only [exchangeH, LinearMap.neg_apply, LinearMap.sum_apply, LinearMap.smul_apply]
    rw [Finset.sum_smul]
    congr 1
    refine Finset.sum_congr rfl fun a _ => ?_
    rcases (hK a).eq_or_lt with h1 | h1
    · rw [← h1, Complex.ofReal_zero, zero_smul, zero_smul]
    · rw [hfix a h1]
```

The first branch substitutes the eigenvalue equation into the inner product. The second takes `hfix` from the equality case and compares the two sums term by term. The zero vector satisfies both sides of the equivalence, so `v` is an eigenvector in the usual sense only when it is nonzero. The theorem doesn't claim that a nonzero state at the bound exists for arbitrary $P_a$: with the single exchange $P=-1$ and $K>0$ there is none. For spins, existence comes from the product states below.

## Exchanging spins on sites

For $n$ spins one-half, a configuration $s$ assigns to each site $k$ a value $s(k)\in\{0,1\}$, standing for the two spin directions. A state assigns a complex amplitude $v(s)$ to each of the $2^n$ configurations, with

$$\langle v,w\rangle=\sum_s\overline{v(s)}\,w(s).$$

```lean
/-- States of `n` spins one-half: an amplitude for each configuration of up and down. -/
abbrev SpinState (n : ℕ) := EuclideanSpace ℂ (Fin n → Fin 2)
```

The type `Fin n` labels the sites from $0$ to $n-1$, and `Fin 2` holds the two spin values. `EuclideanSpace` supplies the inner product above. A site stands for one orbital with one electron in it, so empty and doubly occupied orbitals are absent from the model.

Each pair is counted once by requiring $i<j$.

```lean
/-- The pairs of distinct sites, each counted once. -/
abbrev SitePair (n : ℕ) := {p : Fin n × Fin n // p.1 < p.2}
```

For fewer than two sites there are no pairs, and the exchange energy is zero.

Let $\tau_{ij}$ be the transposition of sites $i$ and $j$. The exchange operator reads the amplitude at the swapped configuration:

$$(P_{ij}v)(s)=v(s\circ\tau_{ij}).$$

```lean
/-- The operator that exchanges the spins at sites `i` and `j`. -/
def siteSwap {n : ℕ} (i j : Fin n) : SpinState n →ₗ[ℂ] SpinState n where
  toFun v := WithLp.toLp 2 fun s => v.ofLp (s ∘ Equiv.swap i j)
  map_add' _ _ := rfl
  map_smul' _ _ := rfl
```

Here `siteSwap i j` is $P_{ij}$. The functions `WithLp.toLp 2` and `v.ofLp` convert between a list of amplitudes and a vector of the Euclidean space.

This operator satisfies the conditions of the general theorem. Relabelling configurations by $t=s\circ\tau_{ij}$ gives

$$\langle P_{ij}v,w\rangle=\sum_s\overline{v(s\circ\tau_{ij})}\,w(s)=\sum_t\overline{v(t)}\,w(t\circ\tau_{ij})=\langle v,P_{ij}w\rangle ,$$

and $\tau_{ij}^2=1$ gives $P_{ij}^2=1$. For $i\ne j$ the operator is not the identity. To see this, let $v(s)=1$ if $s(i)=0$ and $v(s)=0$ otherwise, and choose the configuration with $0$ at site $i$ and $1$ everywhere else. Its amplitude is $1$ before the exchange and $0$ after it.

```lean
/-- The site exchange `siteSwap i j` is a symmetric involution, and for distinct sites it is not
the identity. -/
theorem siteSwap_witness {n : ℕ} (i j : Fin n) :
    (siteSwap i j).IsSymmetric ∧ (∀ v, siteSwap i j (siteSwap i j v) = v) ∧
    (i ≠ j → siteSwap i j ≠ LinearMap.id) := by
  have hinv : Function.Involutive (fun s : Fin n → Fin 2 => s ∘ Equiv.swap i j) := by
    intro s
    funext k
    simp
  refine ⟨?_, ?_, ?_⟩
  · intro v w
    rw [PiLp.inner_apply, PiLp.inner_apply]
    -- relabel the configurations by the swap
    refine Fintype.sum_equiv hinv.toPerm _ _ fun s => ?_
    change ⟪v.ofLp (s ∘ Equiv.swap i j), w.ofLp s⟫_ℂ =
      ⟪v.ofLp (s ∘ Equiv.swap i j), w.ofLp ((s ∘ Equiv.swap i j) ∘ Equiv.swap i j)⟫_ℂ
    rw [show (s ∘ Equiv.swap i j) ∘ Equiv.swap i j = s from hinv s]
  · intro v
    ext s
    exact congrArg v.ofLp (hinv s)
  · intro hij h
    -- test on the state in which site `i` is in spin state 0
    have h1 : (if (if Equiv.swap i j i = i then (0 : Fin 2) else 1) = 0 then (1 : ℂ) else 0)
        = if (if i = i then (0 : Fin 2) else 1) = 0 then (1 : ℂ) else 0 :=
      congrArg (fun T : SpinState n →ₗ[ℂ] SpinState n =>
        (T (WithLp.toLp 2 fun s => if s i = 0 then 1 else 0)).ofLp
          (fun k => if k = i then 0 else 1)) h
    simp [hij.symm] at h1
```

The auxiliary statement `hinv` says that swapping a configuration twice restores it. `Fintype.sum_equiv` performs the relabelling of the sum, and the last branch evaluates both operators on the test state just described.

## Full permutation symmetry at the minimum

Suppose now that $K_{ij}>0$ for every pair. By the equality case, $v$ lies at the bound exactly when

$$v(s\circ\tau_{ij})=v(s)\qquad\text{for all } i<j \text{ and all } s .$$

Since $\tau_{ij}=\tau_{ji}$, the order of the sites is immaterial. Every permutation $\pi$ is a product of transpositions, so the invariance extends one factor at a time: if it holds for $f$, then

$$v(s\circ\tau_{xy}\circ f)=v(s\circ\tau_{xy})=v(s).$$

Thus $v(s\circ\pi)=v(s)$ for all $\pi$ and $s$. Conversely, invariance under all permutations includes invariance under the transpositions.

```lean
/-- For `n` spins with a positive exchange integral on every pair, the energy equals the lower
bound exactly when the amplitudes are invariant under all permutations of the sites. -/
theorem spin_energy_eq_iff_symmetric {n : ℕ} (K : SitePair n → ℝ) (hK : ∀ p, 0 < K p)
    (v : SpinState n) :
    (⟪v, exchangeH K (fun p => siteSwap p.1.1 p.1.2) v⟫_ℂ).re = -(∑ p, K p) * ‖v‖ ^ 2 ↔
      ∀ (π : Equiv.Perm (Fin n)) (s : Fin n → Fin 2), v.ofLp (s ∘ π) = v.ofLp s := by
  rw [(exchange_energy_bound K (fun p : SitePair n => siteSwap p.1.1 p.1.2)
    (fun p => (hK p).le) (fun p => (siteSwap_witness p.1.1 p.1.2).1)
    (fun p => (siteSwap_witness p.1.1 p.1.2).2.1) v).2]
  constructor
  · intro h
    have hlt : ∀ i j : Fin n, i < j → ∀ s, v.ofLp (s ∘ Equiv.swap i j) = v.ofLp s :=
      fun i j hij s => congrArg (fun w : SpinState n => w.ofLp s) (h ⟨(i, j), hij⟩ (hK _))
    have hne : ∀ i j : Fin n, i ≠ j → ∀ s, v.ofLp (s ∘ Equiv.swap i j) = v.ofLp s := by
      intro i j hij s
      rcases lt_or_gt_of_ne hij with h1 | h1
      · exact hlt i j h1 s
      · rw [Equiv.swap_comm]
        exact hlt j i h1 s
    -- every permutation is a product of transpositions
    intro π
    induction π using Equiv.Perm.swap_induction_on with
    | one => intro s; rfl
    | swap_mul f x y hxy ih =>
      intro s
      exact (ih (s ∘ Equiv.swap x y)).trans (hne x y hxy s)
  · intro h p _
    ext s
    exact h (Equiv.swap p.1.1 p.1.2) s
```

The opening rewrite applies `exchange_energy_bound` to the site exchanges; `p.1.1` and `p.1.2` are the two sites of the pair `p`. The steps `hlt` and `hne` treat ordered and then arbitrary distinct sites, and `Equiv.Perm.swap_induction_on` builds up the permutation.

In the usual theory of angular momentum, the permutation-symmetric states of $n$ spins one-half are those of maximal total spin $n/2$, which connects this condition with Hund's rule of maximum multiplicity; the code itself defines no total-spin operator. The theorem concerns spin arrangements in one fixed set of singly occupied orbitals. Comparing the terms of a real atom also involves different orbital states, orbital relaxation and correlation.

## Parallel spins reach the bound

Give every spin the same one-spin state $\varphi$, with amplitudes $\varphi(0)$ and $\varphi(1)$:

$$v(s)=\prod_k\varphi(s(k)).$$

A permutation of the sites only reorders the factors,

$$v(s\circ\pi)=\prod_k\varphi(s(\pi(k)))=\prod_k\varphi(s(k))=v(s),$$

so $v$ has energy $-(\sum_{i<j}K_{ij})\|v\|^2$. If $|\varphi(0)|^2+|\varphi(1)|^2=1$, then $\|v\|=1$ and the energy is exactly $-\sum_{i<j}K_{ij}$.

```lean
/-- A product state with every spin in the same one-spin state `φ` has exchange energy equal
to the lower bound. -/
theorem parallel_spins_energy {n : ℕ} (K : SitePair n → ℝ) (hK : ∀ p, 0 < K p)
    (φ : Fin 2 → ℂ) (v : SpinState n) (hv : v = WithLp.toLp 2 fun s => ∏ k, φ (s k)) :
    (⟪v, exchangeH K (fun p => siteSwap p.1.1 p.1.2) v⟫_ℂ).re = -(∑ p, K p) * ‖v‖ ^ 2 := by
  rw [spin_energy_eq_iff_symmetric K hK v]
  intro π s
  rw [hv]
  exact Equiv.prod_comp π fun k => φ (s k)

end

end HundExchange
```

The proof reduces the claim to permutation invariance, and `Equiv.prod_comp` reorders the product. The state `φ` is arbitrary, so the spins may point along any common direction. With a normalised `φ` the lower bound is attained by a nonzero state, which makes it the ground-state energy of this spin model when all the pair integrals are positive. The same holds if some of them are zero: the product state is unchanged by every exchange, so the equality case of `exchange_energy_bound` still applies.

```lean
#print axioms HundExchange.exchange_energy_bound
#print axioms HundExchange.eigen_iff_energy_eq
#print axioms HundExchange.parallel_spins_energy
```

```
'HundExchange.exchange_energy_bound' depends on axioms: [propext, Classical.choice, Quot.sound]
'HundExchange.eigen_iff_energy_eq' depends on axioms: [propext, Classical.choice, Quot.sound]
'HundExchange.parallel_spins_energy' depends on axioms: [propext, Classical.choice, Quot.sound]
```
